# Exact energy but trial-dependent width: mixed averages for the harmonic oscillator with a Gaussian trial function

An importance-sampled diffusion Monte Carlo run on the harmonic oscillator can report the exact energy and a wrong width from the same walkers. Someone who sees the energy settle at 1/2, in units where \(\hbar\), the mass and the frequency are 1, may conclude that the walkers sample the squared ground state, and then read the position variance off them. With the trial function \(e^{-x^2/4}\) that variance comes out as 2/3, while the ground state has 1/2. More walkers or longer runs don't remove the difference, because the walkers sample a different density.

## Two averages over one density

In the same units, the Hamiltonian, the ground state and the trial function are

\[
H=-\tfrac12\frac{d^2}{dx^2}+\tfrac12x^2,\qquad \varphi(x)=e^{-x^2/2},\qquad \psi_a(x)=e^{-ax^2}.
\]

The mixed density is the product \(\varphi\psi_a\), up to normalisation, and the local energy is \(E_L=H\psi_a/\psi_a\). For every \(a>-1/2\), averages over the mixed density satisfy

\[
\operatorname{Var}(x)=\frac{1}{1+2a},\qquad \langle E_L\rangle=\frac12 .
\]

The variance over \(\varphi^2\) is 1/2, and the mixed variance equals it only at \(a=1/2\), where the trial function is the ground state itself.

A common correction takes twice the mixed value minus the variational value, which is the average over \(\psi_a^2\). For \(a>0\), this extrapolated variance differs from the exact 1/2 by

\[
-\frac{(2a-1)^2}{4a(1+2a)} .
\]

## Where a diffusion Monte Carlo code meets these numbers

Importance-sampled diffusion Monte Carlo accumulates averages over the mixed density. For this one-particle model with a Gaussian trial function, the formulas say which of those averages can be read as ground-state values: the mean local energy can, and the position variance can't unless \(a=1/2\).

They also give reference values for a check run. At \(a=0.4\) the mean local energy should approach 0.5, the mixed variance 0.5556 and the extrapolated variance 0.4861. A run at \(a=1/2\) says less, since the local energy is then constant and the mixed density coincides with \(\varphi^2\), so a confusion between the two densities stays hidden.

To leading order in \(2a-1\), the extrapolated error is quadratic, whereas the mixed error is linear. That helps near \(a=1/2\) but not everywhere: at \(a=1/4\) the two errors are \(-1/6\) and \(+1/6\).

## From two derivatives to the averages

Differentiating the trial function twice gives

\[
\psi_a'=-2ax\,\psi_a,\qquad \psi_a''=(-2a+4a^2x^2)\,\psi_a .
\]

Inserting this in \(H\psi_a\) and dividing by \(\psi_a\), which never vanishes, yields

\[
E_L(x)=a+\left(\tfrac12-2a^2\right)x^2 .
\]

At \(a=1/2\) the quadratic term drops out, and \(H\varphi=\tfrac12\varphi\).

The exponents add in the product, so \(\varphi\psi_a=e^{-bx^2}\) with \(b=a+\tfrac12\), and \(b>0\) is the condition \(a>-1/2\). Two total derivatives supply the moments:

\[
\frac{d}{dx}e^{-bx^2}=-2bx\,e^{-bx^2},\qquad
\frac{d}{dx}\left(x\,e^{-bx^2}\right)=(1-2bx^2)\,e^{-bx^2}.
\]

Both functions being differentiated vanish at \(\pm\infty\), so the right-hand sides integrate to zero over the line. The first gives \(\langle x\rangle=0\), the second \(\langle x^2\rangle=1/(2b)\). Hence, for any constants \(c\) and \(d\),

\[
\langle c+d\,x^2\rangle=c+\frac{d}{2b}.
\]

With \(b=a+\tfrac12\) the variance is \(1/(1+2a)\). The density \(\varphi^2\) has \(b=1\) and variance 1/2. The two agree exactly when \(1+2a=2\), that is, when \(a=1/2\).

For the energy, factorise \(\tfrac12-2a^2=\tfrac12(1-2a)(1+2a)\). Then

\[
\langle E_L\rangle=a+\frac{\tfrac12(1-2a)(1+2a)}{1+2a}=a+\tfrac12-a=\tfrac12 .
\]

Finally, \(\psi_a^2\) has \(b=2a\) and, for \(a>0\), variance \(1/(4a)\). The extrapolation error is therefore

\[
\frac{2}{1+2a}-\frac{1}{4a}-\frac12=\frac{8a-(1+2a)-2a(1+2a)}{4a(1+2a)}=-\frac{(2a-1)^2}{4a(1+2a)} .
\]

## The Lean file

```lean
import Mathlib

open MeasureTheory

namespace OscillatorMixedEstimator

noncomputable section

/-- The unit oscillator Hamiltonian, `-(1/2) d²/dx² + x²/2`, acting on a real wave function. -/
def hamiltonian (ψ : ℝ → ℝ) (x : ℝ) : ℝ :=
  -(1 / 2) * deriv (deriv ψ) x + x ^ 2 / 2 * ψ x

/-- The local energy `(Hψ)(x) / ψ(x)`, meant for points where `ψ` does not vanish. -/
def localEnergy (ψ : ℝ → ℝ) (x : ℝ) : ℝ := hamiltonian ψ x / ψ x

/-- The Gaussian trial function `exp(-a x²)`. -/
def trial (a x : ℝ) : ℝ := Real.exp (-a * x ^ 2)

/-- The Gaussian `exp(-x²/2)`. -/
def ground : ℝ → ℝ := trial (1 / 2)

/-- The unnormalised mixed density `φ ψ` of two real wave functions. -/
def mixedDensity (φ ψ : ℝ → ℝ) (x : ℝ) : ℝ := φ x * ψ x

/-- The mean of an observable `f` over an unnormalised density `ρ`, meant for integrable `ρ`
with non-zero integral and integrable `f ρ`. -/
def mean (ρ f : ℝ → ℝ) : ℝ := (∫ x, f x * ρ x) / ∫ x, ρ x

/-- The position variance over an unnormalised density `ρ`, meant for `ρ` with non-zero integral
and finite second moment. -/
def positionVariance (ρ : ℝ → ℝ) : ℝ :=
  mean ρ (fun x => (x - mean ρ (fun y => y)) ^ 2)

/-- The slope of the Gaussian `exp(-a x²)` is `-2 a x exp(-a x²)`. -/
theorem hasDerivAt_trial (a x : ℝ) :
    HasDerivAt (trial a) (-2 * a * x * trial a x) x := by
  have h : HasDerivAt (fun y : ℝ => -a * y ^ 2) (-a * (2 * x)) x :=
    ((hasDerivAt_pow 2 x).const_mul (-a)).congr_deriv (by norm_num)
  exact h.exp.congr_deriv (by simp only [trial]; ring)

/-- The local energy of the trial function `exp(-a x²)` is `a + (1/2 - 2a²) x²`. -/
theorem localEnergy_trial (a x : ℝ) :
    localEnergy (trial a) x = a + (1 / 2 - 2 * a ^ 2) * x ^ 2 := by
  have h1 : deriv (trial a) = fun y => -2 * a * y * trial a y :=
    funext fun y => (hasDerivAt_trial a y).deriv
  have h2 : HasDerivAt (fun y => -2 * a * y * trial a y)
      (-2 * a * trial a x + -2 * a * x * (-2 * a * x * trial a x)) x :=
    (((hasDerivAt_id' x).const_mul (-2 * a)).fun_mul (hasDerivAt_trial a x)).congr_deriv
      (by ring)
  have h0 : trial a x ≠ 0 := (Real.exp_pos _).ne'
  rw [localEnergy, hamiltonian, h1, h2.deriv, div_eq_iff h0]
  ring

/-- The Gaussian `exp(-x²/2)` is an eigenfunction of the oscillator with energy `1/2`. -/
theorem hamiltonian_ground (x : ℝ) : hamiltonian ground x = 1 / 2 * ground x := by
  have h0 : trial (1 / 2) x ≠ 0 := (Real.exp_pos _).ne'
  have h := localEnergy_trial (1 / 2) x
  rw [localEnergy, div_eq_iff h0] at h
  rw [ground, h]
  ring

/-- Every observable `c + d x²` is integrable against the Gaussian `exp(-b x²)` with `b > 0`. -/
theorem integrable_quadratic {b : ℝ} (hb : 0 < b) (c d : ℝ) :
    Integrable (fun x : ℝ => (c + d * x ^ 2) * trial b x) := by
  have h0 : Integrable (trial b) := integrable_exp_neg_mul_sq hb
  have h2 : Integrable (fun x : ℝ => x ^ 2 * trial b x) := by
    have h := integrable_rpow_mul_exp_neg_mul_sq hb (s := 2) (by norm_num)
    simp only [Real.rpow_two] at h
    exact h
  have e : (fun x : ℝ => (c + d * x ^ 2) * trial b x)
      = fun x => c * trial b x + d * (x ^ 2 * trial b x) := by
    funext x
    ring
  rw [e]
  exact (h0.const_mul c).add (h2.const_mul d)

/-- Over the Gaussian density `exp(-b x²)` with `b > 0`, the observable `c + d x²` has mean
`c + d/(2b)`. -/
theorem mean_quadratic {b : ℝ} (hb : 0 < b) (c d : ℝ) :
    mean (trial b) (fun x => c + d * x ^ 2) = c + d / (2 * b) := by
  have h0 : Integrable (trial b) := integrable_exp_neg_mul_sq hb
  have h1 : Integrable (fun x : ℝ => x * trial b x) := integrable_mul_exp_neg_mul_sq hb
  have hD : ∀ x : ℝ, HasDerivAt (fun y => y * trial b y)
      ((1 + (-2 * b) * x ^ 2) * trial b x) x := fun x =>
    ((hasDerivAt_id' x).fun_mul (hasDerivAt_trial b x)).congr_deriv (by ring)
  -- the total derivative of `x exp(-b x²)` integrates to zero
  have hz : ∫ x : ℝ, (1 + (-2 * b) * x ^ 2) * trial b x = 0 :=
    integral_eq_zero_of_hasDerivAt_of_integrable hD (integrable_quadratic hb 1 (-2 * b)) h1
  have hd : d = d / (2 * b) * (2 * b) := by field_simp
  have e : (fun x : ℝ => (c + d * x ^ 2) * trial b x) = fun x =>
      (c + d / (2 * b)) * trial b x
        - d / (2 * b) * ((1 + (-2 * b) * x ^ 2) * trial b x) := by
    funext x
    linear_combination (x ^ 2 * trial b x) * hd
  have hI : ∫ x : ℝ, (c + d * x ^ 2) * trial b x
      = (c + d / (2 * b)) * ∫ x : ℝ, trial b x := by
    rw [e, integral_sub (h0.const_mul _) ((integrable_quadratic hb 1 (-2 * b)).const_mul _),
      integral_const_mul, integral_const_mul, hz, mul_zero, sub_zero]
  have hN : ∫ x : ℝ, trial b x ≠ 0 := by
    have h : ∫ x : ℝ, trial b x = √(Real.pi / b) := integral_gaussian b
    rw [h]
    positivity
  change (∫ x : ℝ, (c + d * x ^ 2) * trial b x) / (∫ x : ℝ, trial b x) = _
  rw [hI]
  exact mul_div_cancel_right₀ _ hN

/-- The Gaussian density `exp(-b x²)` with `b > 0` has position variance `1/(2b)`. -/
theorem positionVariance_trial {b : ℝ} (hb : 0 < b) :
    positionVariance (trial b) = 1 / (2 * b) := by
  have h0 : Integrable (trial b) := integrable_exp_neg_mul_sq hb
  have h1 : Integrable (fun x : ℝ => x * trial b x) := integrable_mul_exp_neg_mul_sq hb
  have hD : ∀ x : ℝ, HasDerivAt (trial b) (-2 * b * (x * trial b x)) x := fun x =>
    (hasDerivAt_trial b x).congr_deriv (by ring)
  -- the total derivative of the Gaussian shows that the mean position is zero
  have hz : ∫ x : ℝ, -2 * b * (x * trial b x) = 0 :=
    integral_eq_zero_of_hasDerivAt_of_integrable hD (h1.const_mul _) h0
  rw [integral_const_mul] at hz
  have hx : ∫ x : ℝ, x * trial b x = 0 :=
    (mul_eq_zero.mp hz).resolve_left (mul_ne_zero (by norm_num) hb.ne')
  have hm : mean (trial b) (fun y => y) = 0 := by
    change (∫ x : ℝ, x * trial b x) / (∫ x : ℝ, trial b x) = 0
    rw [hx, zero_div]
  have e : (fun x : ℝ => (x - 0) ^ 2) = fun x => 0 + 1 * x ^ 2 := by
    funext x
    ring
  rw [positionVariance, hm, e, mean_quadratic hb, zero_add]

/-- The mixed density of two Gaussians is the Gaussian whose exponent is the sum of theirs. -/
theorem mixedDensity_trial (a b : ℝ) :
    mixedDensity (trial a) (trial b) = trial (a + b) := by
  funext x
  simp only [mixedDensity, trial, ← Real.exp_add]
  congr 1
  ring

/-- For `a > -1/2`, the mixed density of `exp(-x²/2)` and `exp(-a x²)` has position variance
`1/(1+2a)`, which equals that of the squared ground state only at `a = 1/2`; the mean local energy
of the trial function over the mixed density is `1/2`. -/
theorem mixed_estimators {a : ℝ} (ha : -1 / 2 < a) :
    positionVariance (mixedDensity ground (trial a)) = 1 / (1 + 2 * a) ∧
    positionVariance (mixedDensity ground ground) = 1 / 2 ∧
    (positionVariance (mixedDensity ground (trial a))
      = positionVariance (mixedDensity ground ground) ↔ a = 1 / 2) ∧
    mean (mixedDensity ground (trial a)) (localEnergy (trial a)) = 1 / 2 := by
  have hb : 0 < 1 / 2 + a := by linarith
  have hv : positionVariance (mixedDensity ground (trial a)) = 1 / (1 + 2 * a) := by
    rw [ground, mixedDensity_trial, positionVariance_trial hb,
      show 2 * (1 / 2 + a) = 1 + 2 * a by ring]
  have hg : positionVariance (mixedDensity ground ground) = 1 / 2 := by
    rw [ground, mixedDensity_trial, positionVariance_trial (by norm_num)]
    norm_num
  refine ⟨hv, hg, ?_, ?_⟩
  · have hne : 1 + 2 * a ≠ 0 := by linarith
    rw [hv, hg, div_eq_div_iff hne (by norm_num)]
    constructor <;> intro h <;> linarith
  · -- the quadratic part of the local energy contributes exactly `1/2 - a`
    have e : localEnergy (trial a) = fun x => a + (1 / 2 - 2 * a ^ 2) * x ^ 2 :=
      funext (localEnergy_trial a)
    have hne : 2 * (1 / 2 + a) ≠ 0 := by linarith
    rw [e, ground, mixedDensity_trial, mean_quadratic hb,
      show 1 / 2 - 2 * a ^ 2 = (1 / 2 - a) * (2 * (1 / 2 + a)) by ring,
      mul_div_cancel_right₀ _ hne]
    ring

/-- For `a > 0`, twice the mixed variance minus the variance over the squared trial function
differs from the exact ground-state variance by `-(2a-1)²/(4a(1+2a))`. -/
theorem extrapolated_variance_error {a : ℝ} (ha : 0 < a) :
    2 * positionVariance (mixedDensity ground (trial a))
        - positionVariance (mixedDensity (trial a) (trial a))
        - positionVariance (mixedDensity ground ground)
      = -(2 * a - 1) ^ 2 / (4 * a * (1 + 2 * a)) := by
  obtain ⟨hv, hg, -, -⟩ := mixed_estimators (a := a) (by linarith)
  have hne : 1 + 2 * a ≠ 0 := by linarith
  rw [hv, hg, mixedDensity_trial, positionVariance_trial (by linarith),
    show 2 * (a + a) = 4 * a by ring]
  field_simp
  ring

end

end OscillatorMixedEstimator
```

```lean
#print axioms OscillatorMixedEstimator.localEnergy_trial
-- 'OscillatorMixedEstimator.localEnergy_trial' depends on axioms: [propext, Classical.choice, Quot.sound]
#print axioms OscillatorMixedEstimator.hamiltonian_ground
-- 'OscillatorMixedEstimator.hamiltonian_ground' depends on axioms: [propext, Classical.choice, Quot.sound]
#print axioms OscillatorMixedEstimator.extrapolated_variance_error
-- 'OscillatorMixedEstimator.extrapolated_variance_error' depends on axioms: [propext, Classical.choice, Quot.sound]
```

## Exact integrals, with the sampling taken as given

**The statements.** Wave functions are real functions on the line. `hamiltonian` applies the actual second derivative, and `localEnergy` divides the result by the wave function. `mixedDensity` multiplies two wave functions, so `mixedDensity ground ground` is the squared ground state. Densities are left unnormalised; `mean` divides by their integral, and `positionVariance` is taken about the computed mean, not about an assumed zero. The name `trial` does double duty: `trial a` is a trial wave function, while `trial b` in the averaging lemmas is a density.

`mixed_estimators` has the single hypothesis \(a>-1/2\) and four conclusions: the mixed variance, the ground-state variance, their equality if and only if \(a=1/2\), and the mean local energy. The hypothesis makes the mixed density normalisable; at \(a=-1/2\) that density is constant. For \(-1/2<a\le0\) the trial function itself is not normalisable, yet the mixed averages are well defined. `extrapolated_variance_error` assumes \(a>0\) because it also averages over the squared trial function.

**The proof.** `hasDerivAt_trial` is the chain rule for the Gaussian. `localEnergy_trial` differentiates once more with the product rule and clears the non-zero denominator, and `hamiltonian_ground` reads off the eigenvalue equation at \(a=1/2\).

`integrable_quadratic` shows that the integrals of quadratic observables converge. In `mean_quadratic` the observable is split as

\[
c+d\,x^2=\left(c+\frac{d}{2b}\right)-\frac{d}{2b}\,(1-2bx^2),
\]

so that the last term, multiplied by the density, is a multiple of a total derivative. The Mathlib lemma `integral_eq_zero_of_hasDerivAt_of_integrable` makes its integral vanish; it asks for integrability of the function and of its derivative, which replaces the inspection of boundary terms. The value of the Gaussian integral is used only to show that the normalisation is non-zero. `positionVariance_trial` applies the same lemma to the Gaussian itself to obtain the zero mean, then calls `mean_quadratic`.

`mixedDensity_trial` adds the exponents. The main theorem puts \(1/2+a\) into these results, and its energy part uses the factorisation from the derivation. In the extrapolation theorem, `field_simp` clears the denominators and `ring` checks the remaining polynomial identity.

**The reach.** The averages are exact integrals over a density written down in closed form. The step from there to a running code is that its walkers are distributed as \(\varphi\psi_a\). In diffusion Monte Carlo this is expected after long projection, for vanishing time step and without population-control bias; here it enters through the definition of the density. Statistical error is likewise absent.

The theorems concern one particle in one dimension, with a Gaussian trial function and no nodes, so they say nothing about fixed-node error. The file shows that `ground` is an eigenfunction with energy 1/2; that no state lies lower is the familiar textbook fact, which the name borrows.
